# Recovering a bounded-below lattice functional from its Moreau envelope where it is lower semicontinuous

The functional in these problems takes a real value at every vector, and its domain is kept as a separate set. Density functional theory often does this differently: a functional is given the value $+\infty$ at every vector that is not an admissible density. Here $F:\mathbb R^L\to\mathbb R$ is an ordinary real function on vectors of site occupations, $D\subseteq\mathbb R^L$ is the set of admissible densities, and minimisations run over $D$ alone. The two descriptions give the same infimum when $D$ is nonempty and $F$ is bounded below on $D$, and the real-valued one avoids arithmetic with infinities.

```lean
import Mathlib

open Filter Topology Set

namespace LatticeMoreauLimit
```

A density on $L$ sites is a vector with one real component per site. The type `Density L` imposes neither positivity nor a particle number; such constraints belong in $D$. The choice of `EuclideanSpace` fixes the norm as $\|v\|=\bigl(\sum_i v_i^2\bigr)^{1/2}$.

```lean
/-- A density on a lattice of `L` sites, as a vector of Euclidean space. -/
abbrev Density (L : ℕ) := EuclideanSpace ℝ (Fin L)
```

For $\varepsilon>0$ the Moreau envelope of $F$ on $D$ is

$$F_\varepsilon(x)=\inf_{\rho\in D}\left[F(\rho)+\frac{\|x-\rho\|^2}{2\varepsilon}\right].$$

The trial density $\rho$ is tied to the target $x$ by a spring of stiffness $1/\varepsilon$, so a small $\varepsilon$ means a stiff spring. In Lean, $F_\varepsilon(x)$ is `envelope F D ε x`, and the infimum runs over the elements of `D` regarded as a type. Values of $F$ at vectors outside $D$ do not enter it.

```lean
/-- The Moreau envelope of the functional `F` on the domain `D`: the infimum over `ρ` in `D` of
`F ρ + ‖x - ρ‖² / (2 ε)`. It is meant for `ε > 0`, `D` nonempty and `F` bounded below on `D`. -/
noncomputable def envelope {L : ℕ} (F : Density L → ℝ) (D : Set (Density L))
    (ε : ℝ) (x : Density L) : ℝ :=
  ⨅ ρ : D, (F (ρ : Density L) + ‖x - (ρ : Density L)‖ ^ 2 / (2 * ε))
```

Two conditions on $F$ recur below. The first is that $F$ is bounded below on $D$, written `BddBelow (F '' D)`: the energies of all admissible densities have a common lower bound. The second is lower semicontinuity at $x$ along $D$, written `LowerSemicontinuousWithinAt F D x`: for every $y<F(x)$ there is a $\delta>0$ such that $F(\rho)>y$ for all $\rho\in D$ with $\|x-\rho\|<\delta$. Physically, the energy cannot drop suddenly when the density is changed slightly within $D$.

The example to have in mind is the constrained search for $N$ particles on a finite lattice, where $F(\rho)$ is the lowest expectation value of kinetic plus interaction energy among normalised states with density $\rho$. The lowest eigenvalue of that operator is then a lower bound, and lower semicontinuity follows from compactness of the unit sphere in a finite-dimensional state space. This example is background only: the theorems treat an arbitrary $F$, and each one states which of the two conditions it assumes. They do not assume convexity, and they make no statement about the smoothness of $F_\varepsilon$.

## (a) Trial densities bound the envelope

Let $F$ be bounded below on $D$, let $\varepsilon>0$, and let $x$ be any vector. Show that every $\rho\in D$ satisfies

$$F_\varepsilon(x)\le F(\rho)+\frac{\|x-\rho\|^2}{2\varepsilon}.$$

Let $m$ be a lower bound of $F$ on $D$. For every $\sigma\in D$ the penalty is nonnegative, so

$$F(\sigma)+\frac{\|x-\sigma\|^2}{2\varepsilon}\ge m.$$

The set of penalised values is therefore bounded below. It is nonempty because it contains the value at $\rho$, so it has a real infimum, and this infimum is at most the value at $\rho$.

```lean
variable {L : ℕ} {F : Density L → ℝ} {D : Set (Density L)}

/-- If `F` is bounded below on `D` and `ε > 0`, then every trial density `ρ` in `D` gives the upper
bound `F ρ + ‖x - ρ‖² / (2 ε)` on the envelope at `x`. -/
theorem envelope_le_trial (hF : BddBelow (F '' D)) {ε : ℝ} (hε : 0 < ε)
    (x : Density L) {ρ : Density L} (hρ : ρ ∈ D) :
    envelope F D ε x ≤ F ρ + ‖x - ρ‖ ^ 2 / (2 * ε) := by
  obtain ⟨m, hm⟩ := hF
  -- the penalised functional inherits the lower bound of `F`
  have hb : BddBelow (range fun σ : D =>
      F (σ : Density L) + ‖x - (σ : Density L)‖ ^ 2 / (2 * ε)) := by
    refine ⟨m, ?_⟩
    rintro _ ⟨σ, rfl⟩
    have h1 : m ≤ F (σ : Density L) := hm (mem_image_of_mem F σ.2)
    have h2 : 0 ≤ ‖x - (σ : Density L)‖ ^ 2 / (2 * ε) := by positivity
    dsimp only
    linarith
  exact ciInf_le hb (⟨ρ, hρ⟩ : D)
```

The step `hb` is the bound by $m$: `positivity` shows that the penalty is nonnegative, and `linarith` adds it to the bound on $F$. The lemma `ciInf_le` then says that the infimum of a family bounded below is at most each of its members. This is the variational principle for the penalised functional, and $x$ need not belong to $D$.

## (b) Dependence on the spring stiffness

Let $F$ be bounded below on the nonempty set $D$. Show that at every $x$

$$0<\varepsilon\le\varepsilon'\quad\Longrightarrow\quad F_{\varepsilon'}(x)\le F_\varepsilon(x).$$

Take any $\rho\in D$. By part (a) with parameter $\varepsilon'$, and because $1/(2\varepsilon')\le 1/(2\varepsilon)$,

$$F_{\varepsilon'}(x)\le F(\rho)+\frac{\|x-\rho\|^2}{2\varepsilon'}\le F(\rho)+\frac{\|x-\rho\|^2}{2\varepsilon}.$$

The left side does not depend on $\rho$, so it is a lower bound for the right side over all of $D$. The greatest such lower bound is $F_\varepsilon(x)$, which gives the inequality.

```lean
/-- If `F` is bounded below on the nonempty domain `D`, then at every density `x` the envelope is
nonincreasing in the parameter `ε > 0`. -/
theorem envelope_antitoneOn (hF : BddBelow (F '' D)) (hD : D.Nonempty) (x : Density L) :
    AntitoneOn (fun ε => envelope F D ε x) (Ioi 0) := by
  intro ε hε ε' hε' h
  have h0 : 0 < ε := hε
  have h0' : 0 < ε' := hε'
  have := hD.to_subtype
  refine le_ciInf fun ρ => (envelope_le_trial hF h0' x ρ.2).trans ?_
  gcongr
```

`AntitoneOn … (Ioi 0)` means nonincreasing on the open half-line $\varepsilon>0$. The lemma `le_ciInf` reduces a lower bound on the infimum to a bound for each $\rho$, part (a) supplies the first inequality of the chain, and `gcongr` supplies the second by comparing the denominators.

## (c) A lower bound for stiff springs

Let $D$ be nonempty, let $\delta>0$, and let $m$ and $y$ be real numbers. Suppose that $F(\rho)\ge m$ for all $\rho\in D$, and that $F(\rho)\ge y$ for those $\rho\in D$ with $\|x-\rho\|<\delta$. Show that there is an $\varepsilon_0>0$ with

$$F_\varepsilon(x)\ge y\qquad\text{for all } 0<\varepsilon<\varepsilon_0.$$

Since $1/\varepsilon\to\infty$ as $\varepsilon\to0^+$, all sufficiently small $\varepsilon>0$ satisfy

$$\frac1\varepsilon\ge\frac{2(y-m)}{\delta^2},\qquad\text{that is,}\qquad \frac{\delta^2}{2\varepsilon}\ge y-m.$$

Fix such an $\varepsilon$ and take any $\rho\in D$. If $\|x-\rho\|<\delta$, then $F(\rho)\ge y$ and the penalty is nonnegative, so the penalised value is at least $y$. If $\|x-\rho\|\ge\delta$, then

$$F(\rho)+\frac{\|x-\rho\|^2}{2\varepsilon}\ge m+\frac{\delta^2}{2\varepsilon}\ge m+(y-m)=y.$$

Every penalised value is at least $y$, and hence so is the infimum.

```lean
/-- Let `D` be nonempty and `δ > 0`. If `F` is at least `m` on `D` and at least `y` at those
densities of `D` whose distance from `x` is less than `δ`, then the envelope at `x` is at least `y`
for all sufficiently small `ε > 0`. -/
theorem eventually_le_envelope (hD : D.Nonempty) {x : Density L} {m y δ : ℝ} (hδ : 0 < δ)
    (hm : ∀ ρ ∈ D, m ≤ F ρ) (hy : ∀ ρ ∈ D, ‖x - ρ‖ < δ → y ≤ F ρ) :
    ∀ᶠ ε in 𝓝[>] (0 : ℝ), y ≤ envelope F D ε x := by
  have := hD.to_subtype
  have hinv : Tendsto (fun ε : ℝ => ε⁻¹) (𝓝[>] 0) atTop := tendsto_inv_nhdsGT_zero
  filter_upwards [hinv.eventually_ge_atTop ((y - m) * 2 / δ ^ 2), self_mem_nhdsWithin]
    with ε h1 h2
  have hε : 0 < ε := h2
  rw [div_le_iff₀ (by positivity)] at h1
  have h3 : δ ^ 2 / (2 * ε) = ε⁻¹ * δ ^ 2 / 2 := by ring
  refine le_ciInf fun ρ => ?_
  rcases lt_or_ge ‖x - (ρ : Density L)‖ δ with h | h
  · -- near `x` the functional itself is large enough
    have h4 := hy ρ ρ.2 h
    have h5 : 0 ≤ ‖x - (ρ : Density L)‖ ^ 2 / (2 * ε) := by positivity
    linarith
  · -- far from `x` the penalty is large enough
    have h4 := hm ρ ρ.2
    have h5 : δ ^ 2 / (2 * ε) ≤ ‖x - (ρ : Density L)‖ ^ 2 / (2 * ε) := by gcongr
    linarith
```

The phrase "for all sufficiently small $\varepsilon>0$" is expressed by `∀ᶠ ε in 𝓝[>] (0 : ℝ)`. The tactic `filter_upwards` selects the $\varepsilon$ that are positive and satisfy the condition on $1/\varepsilon$, and `rcases lt_or_ge` splits the trial densities into near and far. Nonemptiness matters here, because Lean assigns the value $0$ to a real infimum over an empty domain, and that value would violate the bound for $y>0$.

## (d) Removing the regularisation at an admissible density

Let $F$ be bounded below on $D$ and lower semicontinuous along $D$ at a density $x\in D$. Show that $F_\varepsilon(x)$ is nonincreasing in $\varepsilon>0$ and that

$$F_\varepsilon(x)\le F(x)\quad\text{for all }\varepsilon>0,\qquad \lim_{\varepsilon\to0^+}F_\varepsilon(x)=F(x).$$

The monotonicity is part (b), since $D$ contains $x$ and is therefore nonempty. For the upper bound, use $\rho=x$ as the trial density in part (a). Its penalty is zero, so $F_\varepsilon(x)\le F(x)$.

For the limit, show that $F_\varepsilon(x)$ eventually lies above every $a<F(x)$ and below every $a>F(x)$. The second is immediate from $F_\varepsilon(x)\le F(x)<a$. For the first, choose $y$ with $a<y<F(x)$. Lower semicontinuity gives a $\delta>0$ such that $F(\rho)>y$ for all $\rho\in D$ within distance $\delta$ of $x$. Together with a lower bound $m$ of $F$ on $D$, this meets the conditions of part (c), so for all sufficiently small $\varepsilon>0$

$$F_\varepsilon(x)\ge y>a.$$

```lean
/-- Let `F` be bounded below on `D` and lower semicontinuous along `D` at a density `x` of `D`.
Then the envelope at `x` is nonincreasing in `ε > 0`, is at most `F x`, and tends to `F x`
as `ε` tends to zero from above. -/
theorem envelope_recovers_functional (hF : BddBelow (F '' D)) {x : Density L} (hx : x ∈ D)
    (hlsc : LowerSemicontinuousWithinAt F D x) :
    AntitoneOn (fun ε => envelope F D ε x) (Ioi 0) ∧
      (∀ ε > 0, envelope F D ε x ≤ F x) ∧
      Tendsto (fun ε => envelope F D ε x) (𝓝[>] 0) (𝓝 (F x)) := by
  -- the density itself is a trial density with zero penalty
  have hle : ∀ ε > 0, envelope F D ε x ≤ F x := by
    intro ε hε
    have h := envelope_le_trial hF hε x hx
    simpa using h
  refine ⟨envelope_antitoneOn hF ⟨x, hx⟩ x, hle, tendsto_order.2 ⟨?_, ?_⟩⟩
  · intro a ha
    obtain ⟨y, hay, hyF⟩ := exists_between ha
    obtain ⟨m, hm⟩ := hF
    -- lower semicontinuity keeps `F` above `y` near `x`
    obtain ⟨δ, hδ, hball⟩ := Metric.mem_nhdsWithin_iff.1 (hlsc y hyF)
    have hnear : ∀ ρ ∈ D, ‖x - ρ‖ < δ → y ≤ F ρ := by
      intro ρ hρ h
      have h1 : ρ ∈ Metric.ball x δ := by
        rwa [Metric.mem_ball, dist_comm, dist_eq_norm]
      have h2 : y < F ρ := hball ⟨h1, hρ⟩
      exact h2.le
    filter_upwards [eventually_le_envelope ⟨x, hx⟩ hδ
      (fun ρ hρ => hm (mem_image_of_mem F hρ)) hnear] with ε h
    exact lt_of_lt_of_le hay h
  · intro a ha
    filter_upwards [self_mem_nhdsWithin] with ε hε
    exact lt_of_le_of_lt (hle ε hε) ha
```

The three conjuncts are the three claims in the order stated. The lemma `tendsto_order` splits the limit into the two one-sided conditions used above, `exists_between` chooses $y$, and `Metric.mem_nhdsWithin_iff` turns lower semicontinuity into a radius $\delta$.

For density functional calculations on a finite lattice that replace $F$ by $F_\varepsilon$, this means that at each fixed density meeting the hypotheses the regularised energy approaches the original one from below. The theorem gives no rate of convergence and no uniformity over densities.

## (e) What convergence says about the functional

Let $F$ be bounded below on $D$, and suppose that $F_\varepsilon(x)\to F(x)$ as $\varepsilon\to0^+$. Show that $F$ is lower semicontinuous at $x$ along $D$: for every $y<F(x)$ there is a $\delta>0$ with

$$F(\rho)>y\qquad\text{for all }\rho\in D\text{ with }\|x-\rho\|<\delta.$$

Let $y<F(x)$. By the assumed limit there is some $\varepsilon>0$ with $F_\varepsilon(x)>y$. Keep this $\varepsilon$ fixed. Part (a), rearranged, gives for every $\rho\in D$

$$F(\rho)\ge F_\varepsilon(x)-\frac{\|x-\rho\|^2}{2\varepsilon}.$$

The right side exceeds $y$ as soon as $\|x-\rho\|^2<2\varepsilon\,(F_\varepsilon(x)-y)$, so $\delta=\sqrt{2\varepsilon\,(F_\varepsilon(x)-y)}$ has the required property.

```lean
/-- Conversely, let `F` be bounded below on `D`. If the envelope at `x` tends to `F x` as `ε` tends
to zero from above, then `F` is lower semicontinuous at `x` along `D`. -/
theorem lowerSemicontinuous_of_envelope_tendsto (hF : BddBelow (F '' D)) {x : Density L}
    (hlim : Tendsto (fun ε => envelope F D ε x) (𝓝[>] 0) (𝓝 (F x))) :
    LowerSemicontinuousWithinAt F D x := by
  intro y hy
  -- fix one parameter at which the envelope already exceeds `y`
  obtain ⟨ε, hyε, hε⟩ := (((tendsto_order.1 hlim).1 y hy).and self_mem_nhdsWithin).exists
  have hcont : Continuous fun ρ : Density L => ‖x - ρ‖ ^ 2 / (2 * ε) := by fun_prop
  have hnear : ∀ᶠ ρ in 𝓝 x, ‖x - ρ‖ ^ 2 / (2 * ε) < envelope F D ε x - y :=
    (tendsto_order.1 (hcont.tendsto x)).2 _ (by simpa using hyε)
  filter_upwards [nhdsWithin_le_nhds hnear, self_mem_nhdsWithin] with ρ h1 h2
  have h3 := envelope_le_trial hF hε x h2
  linarith
```

Lean obtains the neighbourhood from continuity of the penalty in $\rho$ (`hcont`) and not from an explicit square root: the penalty vanishes at $\rho=x$, so it stays below the positive gap `envelope F D ε x - y` nearby. The final `linarith` is the rearrangement of part (a).

The theorem does not require $x\in D$; for $x$ outside $D$, the number $F(x)$ is whatever value the real function happens to have there. For $x\in D$, parts (d) and (e) together show that, for a functional bounded below on $D$, convergence of the envelope to $F(x)$ is equivalent to lower semicontinuity at $x$ along $D$.

## (f) Vectors separated from the domain

Let $F$ be bounded below on the nonempty set $D$, and let $x$ lie outside the closure $\overline D$. Show that

$$\lim_{\varepsilon\to0^+}F_\varepsilon(x)=+\infty.$$

Since $x\notin\overline D$, there is a $\delta>0$ with $\|x-\rho\|\ge\delta$ for every $\rho\in D$. Let $y$ be any real number. No density of $D$ lies within distance $\delta$ of $x$, so the requirement in part (c) that $F\ge y$ on nearby densities holds because there are none. Part (c) then gives $F_\varepsilon(x)\ge y$ for all sufficiently small $\varepsilon>0$. As $y$ was arbitrary, the envelope diverges. The same estimate can be written out with a lower bound $m$ of $F$ on $D$:

$$F_\varepsilon(x)\ge m+\frac{\delta^2}{2\varepsilon}.$$

```lean
/-- If `F` is bounded below on the nonempty domain `D`, then at a density outside the closure of `D`
the envelope diverges to `+∞` as `ε` tends to zero from above. -/
theorem envelope_tendsto_atTop (hF : BddBelow (F '' D)) (hD : D.Nonempty) {x : Density L}
    (hx : x ∉ closure D) :
    Tendsto (fun ε => envelope F D ε x) (𝓝[>] 0) atTop := by
  obtain ⟨m, hm⟩ := hF
  simp only [Metric.mem_closure_iff, not_forall, not_exists, not_and, not_lt,
    exists_prop] at hx
  obtain ⟨δ, hδ, hfar⟩ := hx
  refine tendsto_atTop.2 fun y => eventually_le_envelope hD hδ
    (fun ρ hρ => hm (mem_image_of_mem F hρ)) ?_
  -- no density of the domain lies within distance `δ` of `x`
  intro ρ hρ h
  have h1 := hfar ρ hρ
  rw [dist_eq_norm] at h1
  exact absurd h (not_lt_of_ge h1)

end LatticeMoreauLimit
```

The `simp only` line rewrites $x\notin\overline D$ as the existence of the distance $\delta$. The lemma `tendsto_atTop` expresses divergence as the statement that every $y$ is eventually reached, and the last lines show that a density closer than $\delta$ would be a contradiction. The limit thus restores the value $+\infty$ that an extended-valued functional would have at such an $x$. A vector in $\overline D$ but not in $D$ falls between parts (d) and (f), and neither gives its limit.

## A domain with a single density

The smallest nonempty domain is $D=\{\rho_0\}$. The infimum then has one candidate, and

$$F_\varepsilon(x)=F(\rho_0)+\frac{\|x-\rho_0\|^2}{2\varepsilon}.$$

At $x=\rho_0$ the envelope equals $F(\rho_0)$ for every $\varepsilon>0$, so "nonincreasing" in part (d) cannot be sharpened to "strictly decreasing". At every other $x$ it grows like $1/\varepsilon$, as part (f) requires. For $L=0$ the space has only one vector, and only the first case occurs.

```lean
#print axioms LatticeMoreauLimit.envelope_recovers_functional
#print axioms LatticeMoreauLimit.lowerSemicontinuous_of_envelope_tendsto
#print axioms LatticeMoreauLimit.envelope_tendsto_atTop
```

```
'LatticeMoreauLimit.envelope_recovers_functional' depends on axioms: [propext, Classical.choice, Quot.sound]
'LatticeMoreauLimit.lowerSemicontinuous_of_envelope_tendsto' depends on axioms: [propext, Classical.choice, Quot.sound]
'LatticeMoreauLimit.envelope_tendsto_atTop' depends on axioms: [propext, Classical.choice, Quot.sound]
```
